# Sheared supercells of ℤ²: one representative per class in an a × d box, and a·d primitive cells

Fix two linearly independent vectors that generate a two-dimensional lattice, so that they span a primitive cell, and write a lattice vector as the pair \((x,y)\) of its integer coefficients in that basis. For two integer vectors \(u=(p,q)\) and \(v=(r,s)\), the superlattice is

\[
L(u,v)=\{\,m u+n v : m,n\in\mathbb Z\,\}.
\]

Two lattice vectors are congruent if their difference lies in \(L(u,v)\). The number of primitive cells in the supercell is the number of congruence classes, called the index of \(L(u,v)\) in \(\mathbb Z^2\). The determinant \(D=ps-qr\) is the signed area of the supercell in units of the primitive cell.

## Unique representatives and the cell count

Let \(a,d>0\) be integers and let \(b\) be any integer. Every \((x,y)\in\mathbb Z^2\) is congruent, modulo \(L((a,0),(b,d))\), to exactly one \((i,j)\) with

\[
0\le i<a,\qquad 0\le j<d .
\]

The supercell therefore contains \(ad\) primitive cells. More generally, any two integer vectors with \(D\neq0\) span a supercell of \(|D|\) primitive cells.

## Wrapping a neighbour back into the stored cells

A tight-binding or lattice-model code on a two-dimensional periodic supercell can store one record per box point \((i,j)\), and it then needs the stored partner of a neighbour that lies outside the box. The result says that this partner exists and is unique, and that \(ad\) is the number by which a total is divided to get a value per primitive cell.

The partner is found with two divisions:

\[
n=\lfloor y/d\rfloor,\quad j=y-nd,\quad
m=\lfloor (x-nb)/a\rfloor,\quad i=x-nb-ma .
\]

Both quotients are rounded down, also for negative arguments. Integer division in C rounds towards zero and needs a correction there.

Wrapping the two coordinates independently, as \((x \bmod a,\; y \bmod d)\), is wrong for a general shear \(b\). Take \(a=3\), \(b=1\), \(d=2\) and the vector \((0,2)\). Independent wrapping gives \((0,0)\), but \((0,2)\) is not in the superlattice: its second component forces \(n=1\), and then \(0=3m+1\) has no integer solution. The formulas above give \((2,0)\), and indeed \((0,2)-(2,0)=-(3,0)+(1,2)\).

## Division by d, then by a

**Existence.** With \(m,n,i,j\) as above, \((i,j)\) lies in the box, and

\[
(x,y)-(i,j)=(ma+nb,\;nd)=m(a,0)+n(b,d).
\]

**Uniqueness.** Suppose two box points \((i,j)\) and \((i',j')\) are congruent. Then, for some integers \(m,n\),

\[
i-i'=ma+nb,\qquad j-j'=nd .
\]

Since \(|j-j'|<d\), we get \(n=0\) and \(j=j'\). The first equation becomes \(i-i'=ma\) with \(|i-i'|<a\), so \(i=i'\). The second coordinate is treated first because \(n=0\) removes the shear term \(nb\) from the first equation, whatever the value of \(b\).

**Counting.** Each class contains exactly one box point, and the box has \(ad\) points, so the index is \(ad\).

In the smallest case, \(a=d=1\), the box is the single point \((0,0)\). The vectors \((1,0)\) and \((b,1)\) then generate all of \(\mathbb Z^2\) for every \(b\), and the supercell is one primitive cell, however strongly sheared.

## Bringing a general supercell to triangular form

Let \(D=ps-qr\ne0\). Then \(q\) and \(s\) are not both zero, and \(g=\gcd(q,s)>0\). Write \(q=gq'\) and \(s=gs'\), and choose Bézout coefficients \(x,y\), now plain integers, with \(qx+sy=g\). Dividing by \(g\) gives \(q'x+s'y=1\). Put \(\Delta=ps'-q'r\), so that \(D=g\Delta\). Then

\[
s'u-q'v=(\Delta,0),\qquad xu+yv=(px+ry,\;g).
\]

The coefficient matrix of these two combinations has determinant \(s'y+q'x=1\), so they generate the same superlattice as \(u\) and \(v\). Explicitly,

\[
u=y(\Delta,0)+q'(px+ry,g),\qquad v=-x(\Delta,0)+s'(px+ry,g).
\]

Let \(A=|\Delta|>0\). Changing the sign of the first generator if necessary turns it into \((A,0)\). Subtracting a suitable multiple \(k\) of it from the second leaves \((B,g)\) with \(B=px+ry-kA\) and \(0\le B<A\). The triangular result with \(a=A\), \(b=B\), \(d=g\) gives the index \(Ag=|D|\).

## The Lean file

```lean
import Mathlib

open Finset

namespace SupercellIndex

/-- The superlattice of `ℤ²` generated by the two supercell vectors `u` and `v`, written in the
primitive basis. -/
def supercell (u v : ℤ × ℤ) : AddSubgroup (ℤ × ℤ) := AddSubgroup.closure {u, v}

/-- The box of primitive cells `(i, j)` with `0 ≤ i < a` and `0 ≤ j < d`. -/
noncomputable def cells (a d : ℤ) : Finset (ℤ × ℤ) := Finset.Ico 0 a ×ˢ Finset.Ico 0 d

/-- The signed area spanned by two lattice vectors, in units of the primitive cell. -/
def signedArea (u v : ℤ × ℤ) : ℤ := u.1 * v.2 - u.2 * v.1

/-- A vector belongs to the superlattice exactly when it is an integer combination of the two
supercell vectors. -/
theorem mem_supercell {x y p q r s : ℤ} :
    (x, y) ∈ supercell (p, q) (r, s) ↔
      ∃ m n : ℤ, x = m * p + n * r ∧ y = m * q + n * s := by
  rw [supercell, AddSubgroup.mem_closure_pair]
  constructor
  · rintro ⟨m, n, h⟩
    have h1 := congrArg Prod.fst h
    have h2 := congrArg Prod.snd h
    simp only [Prod.fst_add, Prod.snd_add, Prod.smul_fst, Prod.smul_snd, smul_eq_mul] at h1 h2
    exact ⟨m, n, h1.symm, h2.symm⟩
  · rintro ⟨m, n, h1, h2⟩
    exact ⟨m, n, Prod.ext (by simp [h1]) (by simp [h2])⟩

/-- Two integers in the window from `0` to `d - 1` that differ by a multiple of `d` are equal. -/
theorem eq_of_window {x y n d : ℤ} (hx : 0 ≤ x) (hxd : x < d) (hy : 0 ≤ y) (hyd : y < d)
    (h : x - y = n * d) : x = y := by
  have h1 : n < 1 := by
    by_contra hn
    have hn' : 1 ≤ n := not_lt.1 hn
    nlinarith
  have h2 : -1 < n := by
    by_contra hn
    have hn' : n ≤ -1 := not_lt.1 hn
    nlinarith
  have h0 : n = 0 := by omega
  rw [h0, zero_mul] at h
  linarith

/-- Two cells of the `a` by `d` box that differ by a vector of the superlattice generated by
`(a, 0)` and `(b, d)` are the same cell. -/
theorem eq_of_mem_cells {a b d : ℤ} {c c' : ℤ × ℤ} (hc : c ∈ cells a d) (hc' : c' ∈ cells a d)
    (h : c - c' ∈ supercell (a, 0) (b, d)) : c = c' := by
  obtain ⟨i, j⟩ := c
  obtain ⟨i', j'⟩ := c'
  simp only [cells, Finset.mem_product, Finset.mem_Ico] at hc hc'
  obtain ⟨⟨hi, hia⟩, hj, hjd⟩ := hc
  obtain ⟨⟨hi', hia'⟩, hj', hjd'⟩ := hc'
  rw [Prod.mk_sub_mk, mem_supercell] at h
  obtain ⟨m, n, h1, h2⟩ := h
  -- the rows agree first, which removes the shear `b`
  have hjj : j = j' := eq_of_window (n := n) hj hjd hj' hjd' (by linarith)
  have hn : n = 0 := by
    have hnd : n * d = 0 := by linarith
    rcases mul_eq_zero.1 hnd with h0 | h0
    · exact h0
    · omega
  rw [hn, zero_mul, add_zero] at h1
  rw [hjj, eq_of_window hi hia hi' hia' h1]

/-- For `a, d > 0` and any shear `b`, every lattice vector is congruent, modulo the superlattice
generated by `(a, 0)` and `(b, d)`, to exactly one cell of the `a` by `d` box. -/
theorem existsUnique_cell {a d : ℤ} (ha : 0 < a) (hd : 0 < d) (b : ℤ) (v : ℤ × ℤ) :
    ∃! c : ℤ × ℤ, c ∈ cells a d ∧ v - c ∈ supercell (a, 0) (b, d) := by
  obtain ⟨x, y⟩ := v
  -- reduce the row by `d`, then the sheared column by `a`
  refine ⟨((x - y / d * b) % a, y % d), ⟨?_, ?_⟩, ?_⟩
  · simp only [cells, Finset.mem_product, Finset.mem_Ico]
    exact ⟨⟨Int.emod_nonneg _ ha.ne', Int.emod_lt_of_pos _ ha⟩,
      Int.emod_nonneg _ hd.ne', Int.emod_lt_of_pos _ hd⟩
  · rw [Prod.mk_sub_mk, mem_supercell]
    refine ⟨(x - y / d * b) / a, y / d, ?_, ?_⟩
    · linear_combination -Int.emod_def (x - y / d * b) a
    · linear_combination -Int.emod_def y d
  · rintro c ⟨hc, hv⟩
    refine eq_of_mem_cells (b := b) hc ?_ ?_
    · simp only [cells, Finset.mem_product, Finset.mem_Ico]
      exact ⟨⟨Int.emod_nonneg _ ha.ne', Int.emod_lt_of_pos _ ha⟩,
        Int.emod_nonneg _ hd.ne', Int.emod_lt_of_pos _ hd⟩
    · obtain ⟨i, j⟩ := c
      rw [Prod.mk_sub_mk, mem_supercell] at hv ⊢
      obtain ⟨m, n, h1, h2⟩ := hv
      refine ⟨(x - y / d * b) / a - m, y / d - n, ?_, ?_⟩
      · linear_combination -Int.emod_def (x - y / d * b) a - h1
      · linear_combination -Int.emod_def y d - h2

/-- For `a, d > 0` the supercell with vectors `(a, 0)` and `(b, d)` contains `a d` primitive
cells: this is the number of classes of lattice vectors modulo the superlattice. -/
theorem index_triangular {a d : ℤ} (ha : 0 < a) (hd : 0 < d) (b : ℤ) :
    ((supercell (a, 0) (b, d)).index : ℤ) = a * d := by
  -- the box represents every class exactly once
  have hbij : Function.Bijective (fun c : cells a d =>
      (QuotientAddGroup.mk c.1 : (ℤ × ℤ) ⧸ supercell (a, 0) (b, d))) := by
    constructor
    · rintro ⟨c, hc⟩ ⟨c', hc'⟩ h
      have h' : -c + c' ∈ supercell (a, 0) (b, d) := QuotientAddGroup.eq.1 h
      rw [neg_add_eq_sub] at h'
      exact Subtype.ext (eq_of_mem_cells hc' hc h').symm
    · intro z
      obtain ⟨v, rfl⟩ := QuotientAddGroup.mk_surjective z
      obtain ⟨c, ⟨hc, hv⟩, -⟩ := existsUnique_cell ha hd b v
      have h' : -c + v ∈ supercell (a, 0) (b, d) := by rwa [neg_add_eq_sub]
      exact ⟨⟨c, hc⟩, QuotientAddGroup.eq.2 h'⟩
  rw [AddSubgroup.index, ← Nat.card_eq_of_bijective _ hbij, Nat.card_eq_fintype_card,
    Fintype.card_coe, cells, Finset.card_product, Int.card_Ico, Int.card_Ico]
  simp only [sub_zero, Nat.cast_mul, Int.toNat_of_nonneg ha.le, Int.toNat_of_nonneg hd.le]

/-- A superlattice that contains both `u` and `v` contains the one they generate. -/
theorem supercell_le {u v : ℤ × ℤ} {H : AddSubgroup (ℤ × ℤ)} (hu : u ∈ H) (hv : v ∈ H) :
    supercell u v ≤ H := by
  rw [supercell, AddSubgroup.closure_le]
  rintro w (rfl | rfl)
  · exact hu
  · exact hv

/-- Hermite normal form: two supercell vectors of nonzero area generate the same superlattice as
some `(a, 0)` and `(b, d)` with `0 ≤ b < a`, `d > 0` and `a d` equal to the absolute area. -/
theorem exists_hermite (u v : ℤ × ℤ) (h : signedArea u v ≠ 0) :
    ∃ a b d : ℤ, 0 ≤ b ∧ b < a ∧ 0 < d ∧ a * d = |signedArea u v| ∧
      supercell u v = supercell (a, 0) (b, d) := by
  obtain ⟨p, q⟩ := u
  obtain ⟨r, s⟩ := v
  simp only [signedArea] at h ⊢
  -- Bézout coefficients for the second components
  obtain ⟨g, q', s', x, y, hg0, hq, hs, hbez⟩ : ∃ g q' s' x y : ℤ,
      0 ≤ g ∧ q = g * q' ∧ s = g * s' ∧ g = q * x + s * y := by
    have h1 : (Int.gcd q s : ℤ) ∣ q := Int.gcd_dvd_left ..
    have h2 : (Int.gcd q s : ℤ) ∣ s := Int.gcd_dvd_right ..
    obtain ⟨q', hq⟩ := h1
    obtain ⟨s', hs⟩ := h2
    exact ⟨Int.gcd q s, q', s', Int.gcdA q s, Int.gcdB q s, by positivity, hq, hs,
      Int.gcd_eq_gcd_ab q s⟩
  have hdet : p * s - q * r = g * (p * s' - q' * r) := by
    linear_combination p * hs - r * hq
  rw [hdet] at h ⊢
  have hg : 0 < g := lt_of_le_of_ne hg0 (left_ne_zero_of_mul h).symm
  have hb : q' * x + s' * y = 1 :=
    mul_left_cancel₀ hg.ne' (by linear_combination -hbez - x * hq - y * hs)
  have hpos : 0 < |p * s' - q' * r| := abs_pos.2 (right_ne_zero_of_mul h)
  rw [abs_mul, abs_of_pos hg]
  obtain ⟨e, he, hAe⟩ : ∃ e : ℤ, e * e = 1 ∧
      |p * s' - q' * r| = e * (p * s' - q' * r) := by
    rcases abs_choice (p * s' - q' * r) with h1 | h1
    · exact ⟨1, by norm_num, by rw [h1, one_mul]⟩
    · exact ⟨-1, by norm_num, by rw [h1, neg_one_mul]⟩
  generalize |p * s' - q' * r| = A at hpos hAe ⊢
  have heA : e * A = p * s' - q' * r := by
    linear_combination e * hAe + (p * s' - q' * r) * he
  -- reduce the shear modulo `A`
  obtain ⟨k, B, hB, hB0, hB1⟩ : ∃ k B : ℤ, B = p * x + r * y - A * k ∧ 0 ≤ B ∧ B < A :=
    ⟨(p * x + r * y) / A, (p * x + r * y) % A, Int.emod_def _ _,
      Int.emod_nonneg _ hpos.ne', Int.emod_lt_of_pos _ hpos⟩
  refine ⟨A, B, g, hB0, hB1, hg, mul_comm _ _, le_antisymm
    (supercell_le (mem_supercell.2 ⟨q' * k + y * e, q', ?_, ?_⟩)
      (mem_supercell.2 ⟨s' * k - x * e, s', ?_, ?_⟩))
    (supercell_le (mem_supercell.2 ⟨e * s', -(e * q'), ?_, ?_⟩)
      (mem_supercell.2 ⟨x - k * e * s', y + k * e * q', ?_, ?_⟩))⟩
  · linear_combination -q' * hB - y * heA - p * hb
  · linear_combination hq
  · linear_combination -s' * hB + x * heA - r * hb
  · linear_combination hs
  · linear_combination hAe
  · linear_combination -e * s' * hq + e * q' * hs
  · linear_combination hB - k * hAe
  · linear_combination hbez + k * e * s' * hq - k * e * q' * hs

/-- A supercell spanned by two integer vectors of nonzero area contains finitely many primitive
cells, and their number is the absolute value of the determinant of the two vectors. -/
theorem index_supercell (u v : ℤ × ℤ) (h : signedArea u v ≠ 0) :
    (supercell u v).FiniteIndex ∧ ((supercell u v).index : ℤ) = |signedArea u v| := by
  obtain ⟨a, b, d, hb0, hba, hd, had, hL⟩ := exists_hermite u v h
  have hi : ((supercell u v).index : ℤ) = |signedArea u v| := by
    rw [hL, index_triangular (lt_of_le_of_lt hb0 hba) hd b, had]
  refine ⟨⟨fun h0 => ?_⟩, hi⟩
  rw [h0, Nat.cast_zero] at hi
  exact h (abs_eq_zero.1 hi.symm)

end SupercellIndex
```

```lean
#print axioms SupercellIndex.index_supercell
```

```
'SupercellIndex.index_supercell' depends on axioms: [propext, Classical.choice, Quot.sound]
```

## What the statements say about a supercell

Lattice vectors have type `ℤ × ℤ`. The superlattice `supercell u v` is the additive subgroup generated by the two vectors, `cells a d` is the half-open box, and `signedArea u v` is \(D\). Lengths and angles do not enter, so the results hold for square, hexagonal and oblique lattices alike.

- `existsUnique_cell` assumes `0 < a` and `0 < d` and leaves `b` free. It states that for each `v` there is exactly one `c` in the box with `v - c` in the superlattice.
- `index_triangular` states that the index, read as an integer, is `a * d`.
- `exists_hermite` gives a triangular pair of generators for any supercell of nonzero area, with `0 ≤ b`, `b < a` and `0 < d`. It covers existence for two vectors in the plane; that the three integers are determined by the superlattice is not part of the statement.
- `index_supercell` states that the index is finite and equals `|signedArea u v|`.

The hypothesis `signedArea u v ≠ 0` says that the supercell vectors are not collinear, so that they enclose an area. Lean assigns index 0 to a subgroup with infinitely many classes. For \(D\ne0\) the index formula already excludes that case, and the separate clause on finiteness makes this explicit.

The theorems concern translations of a perfect two-dimensional lattice. They do not treat three-dimensional supercells, atoms within the primitive cell or non-uniform strain; a uniformly strained lattice is again a lattice, and the results apply to it. Their integers are unbounded, so overflow in a program is a separate matter. The wrapping formula appears in the proof of `existsUnique_cell` and not in its statement, and a particular implementation of it still needs testing.

## Where each step sits in the proof

`mem_supercell` turns membership in the generated subgroup into two integer equations, one per component. `eq_of_window` is the remark that two numbers in a window of length \(d\) cannot differ by a nonzero multiple of \(d\); it excludes \(n\ge1\) and \(n\le-1\) by inequalities. `eq_of_mem_cells` applies it to the second coordinates, deduces \(n=0\), and applies it again to the first.

In `existsUnique_cell` the proposed representative is `((x - y / d * b) % a, y % d)`, the pair found by the two divisions. The remainder bounds place it in the box, and `linear_combination` checks the component equations. For uniqueness, any other candidate differs from it by a superlattice vector, and `eq_of_mem_cells` finishes.

`index_triangular` shows that sending a box point to its class is a bijection. Injectivity is `eq_of_mem_cells`, surjectivity is `existsUnique_cell`, and the index becomes the number of box points.

In `exists_hermite`, the variable `e` is the sign of \(\Delta\). Equality of the two superlattices is proved as two inclusions. By `supercell_le`, each inclusion only requires the generators of one superlattice to lie in the other. This gives four memberships with explicit coefficients, hence eight component equations, all closed by `linear_combination`. Finally, `index_supercell` replaces the given vectors by the triangular pair and applies `index_triangular`; finiteness follows because an index of 0 would force \(D=0\).
